# Carrier energy cancels from the resistivity of a Dirac sheet with classical acoustic phonons

Raise the carrier density in a warm graphene sheet and two things happen. There are more states at the Fermi energy to carry current, and there are also more states into which a lattice vibration can scatter a carrier. Does the resistivity fall, rise or stay put?

Take graphene's linear band, fourfold degenerate in spin and valley, with Fermi velocity v_F and carrier energy E > 0, measured from the Dirac point. Carriers keep their spin and valley and scatter elastically from one longitudinal acoustic phonon branch with sound velocity v_s, in a sheet of mass per area ρ at thermal energy kT. The deformation potential D is the band-energy shift per unit relative change of area. If screening is neglected, scattering is weak enough for the golden rule, and every phonon involved is classical, with an energy far below kT, the conductivity σ is positive and

1/σ = π D² kT / (4 e² ħ ρ v_s² v_F²),

where e is the elementary charge. The energy E is absent, so the two effects compensate exactly.

## Overlap, phonon coupling and density of states

A carrier moving in direction φ has the two-component pseudospin state (1, e^{iφ})/√2. Its inner product with the state of direction ψ is (1 + e^{i(ψ−φ)})/2, so the squared overlap is

|1 + e^{i(ψ−φ)}|²/4 = (2 + 2 cos(ψ−φ))/4 = (1 + cos(ψ−φ))/2.

Scattering by an angle θ removes a fraction 1 − cos θ of the forward momentum. The weighted overlap is therefore

(1 − cos θ)(1 + cos θ)/2 = (1 − cos² θ)/2 = 1/4 − (1/4) cos 2θ.

The cosine averages to zero over a full turn, which leaves 1/4.

For a phonon of wavenumber q, let N_q = 1/(e^{ħ v_s q/kT} − 1) be the Bose occupation. Absorption contributes N_q and emission N_q + 1, so the squared coupling times the area is

C(q) = D² q² ħ/(2ρ v_s q) · (2N_q + 1) = D² ħ/(2ρ v_s) · (2q N_q + q).

As q → 0, (e^{ħ v_s q/kT} − 1)/q tends to ħ v_s/kT. Hence q N_q tends to kT/(ħ v_s), and

C(q) → D² ħ/(2ρ v_s) · 2kT/(ħ v_s) = D² kT/(ρ v_s²).

When ħ v_s q is far below kT for every wavenumber q transferred, C(q) can be replaced by this constant, which then stands outside the angular mean.

The Fermi disc has radius E/(ħ v_F). Per area, spin and valley it holds π(E/(ħ v_F))²/(2π)² = E²/(4π ħ² v_F²) states. Differentiating gives the density of states

g = E/(2π ħ² v_F²).

The golden rule, for scattering that keeps spin and valley, now gives the transport rate

1/τ = (2π/ħ) · D² kT/(ρ v_s²) · g · 1/4 = D² kT E/(4 ħ³ ρ v_s² v_F²).

With four spin and valley species and diffusion constant v_F² τ/2, the Einstein relation reads

σ = e² · 4g · v_F² τ/2 = 2 e² v_F² g τ.

Since 1/τ is proportional to g, the product gτ is free of E:

gτ = 2ħ ρ v_s²/(π D² kT), and so σ = 4 e² ħ ρ v_s² v_F²/(π D² kT).

The reciprocal is the stated resistivity.

## Spinors, Hamiltonian and angular mean in Lean

```lean
import Mathlib

open Matrix Filter Topology

noncomputable section

namespace GrapheneAcousticResistivity
```

The pseudospin state is a vector with two complex entries, already normalised.

```lean
/-- The pseudospin state `(1, exp (i φ)) / √2` with relative phase `φ`. -/
def pseudospin (φ : ℝ) : Fin 2 → ℂ :=
  ![(((Real.sqrt 2)⁻¹ : ℝ) : ℂ),
    (((Real.sqrt 2)⁻¹ : ℝ) : ℂ) * Complex.exp ((φ : ℂ) * Complex.I)]
```

The Hamiltonian is given at a fixed direction, with `E` standing for ħ v_F times the wavenumber.

```lean
/-- The Dirac Hamiltonian for a wavevector in direction `φ`, with `E` the product of `ħ`,
the Fermi velocity and the wavenumber. -/
def diracHamiltonian (E φ : ℝ) : Matrix (Fin 2) (Fin 2) ℂ :=
  !![0, (E : ℂ) * Complex.exp (-((φ : ℂ) * Complex.I));
     (E : ℂ) * Complex.exp ((φ : ℂ) * Complex.I), 0]
```

The transport factor is an actual integral over θ. The conjugated dot product is the quantum inner product, and `α` is the incoming direction. The natural number `n` says how many times the pseudospin phase winds as the direction turns once; graphene has `n = 1`.

```lean
/-- The angular mean of `1 - cos θ` times the squared overlap between the states before and
after scattering by `θ`, for incoming direction `α` and a pseudospin phase that winds `n` times. -/
def transportFactor (n : ℕ) (α : ℝ) : ℝ :=
  1 / (2 * Real.pi) * ∫ θ in (0 : ℝ)..(2 * Real.pi), (1 - Real.cos θ) *
    ‖star (pseudospin (n * α)) ⬝ᵥ pseudospin (n * (α + θ))‖ ^ 2
```

## The sheet and its transport coefficients

All material parameters are positive real numbers, collected in one structure. Units are left open, provided they are consistent.

```lean
/-- The positive parameters of the sheet: `ħ`, the elementary charge, the Fermi velocity, the
deformation potential, the mass per area, the sound velocity and the thermal energy. -/
structure Sheet where
  (hbar e vF D rho vs kT : ℝ)
  hbar_pos : 0 < hbar
  e_pos : 0 < e
  vF_pos : 0 < vF
  D_pos : 0 < D
  rho_pos : 0 < rho
  vs_pos : 0 < vs
  kT_pos : 0 < kT
```

The state count and the density of states are separate definitions, linked by a theorem further on.

```lean
/-- The number of states per area, spin and valley in the disc of wavenumber `E / (ħ v_F)`. -/
def Sheet.stateCount (s : Sheet) (E : ℝ) : ℝ :=
  Real.pi * (E / (s.hbar * s.vF)) ^ 2 / (2 * Real.pi) ^ 2

/-- The density of states per area, spin and valley at energy `E ≥ 0`. -/
def Sheet.dos (s : Sheet) (E : ℝ) : ℝ := E / (2 * Real.pi * s.hbar ^ 2 * s.vF ^ 2)
```

The same holds for the phonons: occupation and coupling are defined at finite wavenumber.

```lean
/-- The Bose occupation of the acoustic phonon with wavenumber `q > 0`. -/
def Sheet.occupation (s : Sheet) (q : ℝ) : ℝ :=
  1 / (Real.exp (s.hbar * (s.vs * q) / s.kT) - 1)

/-- The squared deformation-potential coupling times area at wavenumber `q > 0`, summed over
absorption and emission of a phonon. -/
def Sheet.phononCoupling (s : Sheet) (q : ℝ) : ℝ :=
  s.D ^ 2 * q ^ 2 * s.hbar / (2 * s.rho * (s.vs * q)) *
    (s.occupation q + (s.occupation q + 1))
```

The rate contains the classical value of the coupling, not `phononCoupling` at the wavenumber actually transferred. Physically this requires ħ v_s q ≪ kT for all transfers up to q = 2E/(ħ v_F). Elastic scattering is likewise assumed, and is reasonable when v_s ≪ v_F. Screening and other phonon branches are left out.

```lean
/-- The golden-rule transport scattering rate at energy `E` and incoming direction `α`, with
the classical phonon coupling `D² kT / (ρ v_s²)`. -/
def Sheet.rate (s : Sheet) (α E : ℝ) : ℝ :=
  2 * Real.pi / s.hbar * (s.D ^ 2 * s.kT / (s.rho * s.vs ^ 2)) * s.dos E * transportFactor 1 α
```

The conductivity is taken at a single energy, as for a degenerate electron gas, without thermal averaging over carriers.

```lean
/-- The conductivity at energy `E > 0` from the Einstein relation, with fourfold spin and valley
degeneracy and diffusion constant `v_F² τ / 2`, where `τ` is the inverse scattering rate. -/
def Sheet.conductivity (s : Sheet) (α E : ℝ) : ℝ :=
  s.e ^ 2 * (4 * s.dos E) * (s.vF ^ 2 * (1 / s.rate α E) / 2)
```

## The spinor belongs to the Dirac band

The first theorem confirms that the chosen spinor is an eigenvector with eigenvalue `E`. The upper component needs e^{−iφ} e^{iφ} = 1, which is the auxiliary equation `h`; the lower component agrees after rearrangement.

```lean
/-- The pseudospin state with phase `φ` is an eigenvector of the Dirac Hamiltonian for
direction `φ`, with eigenvalue `E`. -/
theorem dirac_eigenvector (E φ : ℝ) :
    diracHamiltonian E φ *ᵥ pseudospin φ = (E : ℂ) • pseudospin φ := by
  have h : Complex.exp (-((φ : ℂ) * Complex.I)) * Complex.exp ((φ : ℂ) * Complex.I) = 1 := by
    rw [← Complex.exp_add, neg_add_cancel, Complex.exp_zero]
  unfold diracHamiltonian pseudospin
  generalize (Real.sqrt 2)⁻¹ = r
  funext i
  fin_cases i
  · simp [Matrix.mulVec, dotProduct, Fin.sum_univ_two, -mul_eq_mul_left_iff,
      -mul_eq_mul_right_iff]
    linear_combination (E : ℂ) * r * h
  · simp [Matrix.mulVec, dotProduct, Fin.sum_univ_two, -mul_eq_mul_left_iff,
      -mul_eq_mul_right_iff]
    ring
```

The overlap formula follows by writing the squared modulus in real and imaginary parts. The final `linear_combination` uses only sin² + cos² = 1 for each angle and the normalisation (1/√2)² = 1/2.

```lean
/-- The squared overlap of two pseudospin states is `(1 + cos (ψ - φ)) / 2`. -/
theorem overlap_sq (φ ψ : ℝ) :
    ‖star (pseudospin φ) ⬝ᵥ pseudospin ψ‖ ^ 2 = (1 + Real.cos (ψ - φ)) / 2 := by
  have hr : ((Real.sqrt 2)⁻¹) ^ 2 = (1 / 2 : ℝ) := by
    rw [inv_pow, Real.sq_sqrt (by norm_num)]; norm_num
  unfold pseudospin
  generalize (Real.sqrt 2)⁻¹ = r at hr ⊢
  rw [Complex.sq_norm, Complex.normSq_apply, Real.cos_sub]
  simp [dotProduct, Fin.sum_univ_two]
  linear_combination r ^ 4 * (Real.sin ψ ^ 2 + Real.cos ψ ^ 2) * Real.sin_sq_add_cos_sq φ
    + r ^ 4 * Real.sin_sq_add_cos_sq ψ
    + (2 + 2 * (Real.cos ψ * Real.cos φ + Real.sin ψ * Real.sin φ)) * (r ^ 2 + 1 / 2) * hr
```

## Harmonics vanish over a full turn

The next lemma is the averaging step: a term c cos(mθ) with m ≠ 0 adds nothing to the integral from 0 to 2π, because its antiderivative involves sin(mθ), which is zero at both ends.

```lean
/-- Adding a harmonic of nonzero order to a continuous function of the angle leaves its
integral over a full turn unchanged. -/
theorem integral_add_harmonic (f : ℝ → ℝ) (hf : Continuous f) (c : ℝ) (m : ℕ) (hm : m ≠ 0) :
    ∫ θ in (0 : ℝ)..(2 * Real.pi), (f θ + c * Real.cos (m * θ)) =
      ∫ θ in (0 : ℝ)..(2 * Real.pi), f θ := by
  have hm' : (m : ℝ) ≠ 0 := Nat.cast_ne_zero.mpr hm
  have hs : Real.sin ((m : ℝ) * (2 * Real.pi)) = 0 := by
    rw [show (m : ℝ) * (2 * Real.pi) = ((2 * m : ℕ) : ℝ) * Real.pi by push_cast; ring]
    exact Real.sin_nat_mul_pi _
  have hc : Continuous (fun θ : ℝ => c * Real.cos (m * θ)) := by fun_prop
  rw [intervalIntegral.integral_add (hf.intervalIntegrable _ _) (hc.intervalIntegrable _ _),
    intervalIntegral.integral_const_mul,
    intervalIntegral.integral_comp_mul_left (fun x => Real.cos x) hm', integral_cos, hs]
  simp
```

For winding one, the integrand is rewritten as 1/4 − (1/4) cos 2θ, exactly as above. The harmonic drops out and the constant remains, for every incoming direction.

```lean
/-- For a pseudospin phase that winds once, the transport factor is `1/4`. -/
theorem transportFactor_one (α : ℝ) : transportFactor 1 α = 1 / 4 := by
  have h : ∀ θ : ℝ, (1 - Real.cos θ) *
      ‖star (pseudospin ((1 : ℕ) * α)) ⬝ᵥ pseudospin ((1 : ℕ) * (α + θ))‖ ^ 2 =
      1 / 4 + (-1 / 4) * Real.cos ((2 : ℕ) * θ) := by
    intro θ
    rw [overlap_sq, show ((1 : ℕ) : ℝ) * (α + θ) - (1 : ℕ) * α = θ by push_cast; ring,
      Nat.cast_ofNat, Real.cos_two_mul]
    ring
  unfold transportFactor
  simp_rw [h]
  rw [integral_add_harmonic (fun _ => 1 / 4) continuous_const _ 2 (by norm_num),
    intervalIntegral.integral_const, smul_eq_mul]
  have := Real.pi_ne_zero
  field_simp
  ring
```

For winding n ≥ 2 the weighted overlap expands to

1/2 − (1/2) cos θ + (1/2) cos nθ − (1/4) cos((n+1)θ) − (1/4) cos((n−1)θ).

All four harmonics have nonzero order, so the mean is 1/2. At n = 1 the last term would be the constant −1/4, and this is what halves the factor in graphene. Lean writes n as `k + 2` and removes the harmonics one by one.

```lean
/-- For a pseudospin phase that winds two or more times, the transport factor is `1/2`. -/
theorem transportFactor_of_two_le (k : ℕ) (α : ℝ) : transportFactor (k + 2) α = 1 / 2 := by
  have h : ∀ θ : ℝ, (1 - Real.cos θ) *
      ‖star (pseudospin ((k + 2 : ℕ) * α)) ⬝ᵥ pseudospin ((k + 2 : ℕ) * (α + θ))‖ ^ 2 =
      1 / 2 + (-1 / 2) * Real.cos ((1 : ℕ) * θ) + 1 / 2 * Real.cos ((k + 2 : ℕ) * θ)
        + (-1 / 4) * Real.cos ((k + 3 : ℕ) * θ) + (-1 / 4) * Real.cos ((k + 1 : ℕ) * θ) := by
    intro θ
    -- the product of two cosines splits into the neighbouring harmonics
    rw [overlap_sq, ← mul_sub, add_sub_cancel_left,
      show ((k + 3 : ℕ) : ℝ) * θ = (k + 2 : ℕ) * θ + θ by push_cast; ring,
      show ((k + 1 : ℕ) : ℝ) * θ = (k + 2 : ℕ) * θ - θ by push_cast; ring,
      Real.cos_add, Real.cos_sub, Nat.cast_one, one_mul]
    ring
  unfold transportFactor
  simp_rw [h]
  rw [integral_add_harmonic _ (by fun_prop) _ (k + 1) (by omega),
    integral_add_harmonic _ (by fun_prop) _ (k + 3) (by omega),
    integral_add_harmonic _ (by fun_prop) _ (k + 2) (by omega),
    integral_add_harmonic (fun _ => 1 / 2) continuous_const _ 1 (by omega),
    intervalIntegral.integral_const, smul_eq_mul]
  have := Real.pi_ne_zero
  field_simp
  ring
```

## Density of states and classical phonons

Differentiating the state count gives the density of states used in the rate.

```lean
/-- The density of states is the energy derivative of the number of states. -/
theorem hasDerivAt_stateCount (s : Sheet) (E : ℝ) :
    HasDerivAt s.stateCount (s.dos E) E := by
  have h := ((((hasDerivAt_id' E).div_const (s.hbar * s.vF)).fun_pow 2).const_mul
    Real.pi).div_const ((2 * Real.pi) ^ 2)
  refine h.congr_deriv ?_
  have h1 := s.hbar_pos.ne'
  have h2 := s.vF_pos.ne'
  have h3 := Real.pi_ne_zero
  unfold Sheet.dos
  norm_num
  field_simp
  try ring
```

The coupling limit is taken from positive q, which is the meaning of `𝓝[>] 0`. The proof sets a = ħ v_s/kT and reads (e^{aq} − 1)/q → a as the derivative of the exponential at zero. Inverting this limit gives q N_q → 1/a. The remaining lines show that the resulting expression equals `phononCoupling` at every positive q.

```lean
/-- In the long-wavelength limit the phonon coupling tends to `D² kT / (ρ v_s²)`. -/
theorem phononCoupling_tendsto (s : Sheet) :
    Tendsto s.phononCoupling (𝓝[>] 0) (𝓝 (s.D ^ 2 * s.kT / (s.rho * s.vs ^ 2))) := by
  have h1 := s.hbar_pos
  have h2 := s.vs_pos
  have h3 := s.kT_pos
  have h4 := s.rho_pos
  obtain ⟨a, ha⟩ : ∃ a, a = s.hbar * s.vs / s.kT := ⟨_, rfl⟩
  have hapos : 0 < a := by rw [ha]; positivity
  have hd : HasDerivAt (fun q : ℝ => Real.exp (a * q)) a 0 := by
    simpa using ((hasDerivAt_id' (0 : ℝ)).const_mul a).exp
  -- the difference quotient of the exponential gives the classical occupation
  have hq := (hasDerivAt_iff_tendsto_slope_zero.mp hd).mono_left
    (nhdsWithin_mono 0 (fun x (hx : x ∈ Set.Ioi (0 : ℝ)) => ne_of_gt hx))
  have h0 : Tendsto (fun q : ℝ => q) (𝓝[>] 0) (𝓝 0) := tendsto_id.mono_left nhdsWithin_le_nhds
  have hl := (((hq.inv₀ hapos.ne').const_mul 2).add h0).const_mul
    (s.D ^ 2 * s.hbar / (2 * s.rho * s.vs))
  have hv : s.D ^ 2 * s.hbar / (2 * s.rho * s.vs) * (2 * a⁻¹ + 0) =
      s.D ^ 2 * s.kT / (s.rho * s.vs ^ 2) := by
    rw [ha, add_zero]; field_simp
  rw [hv] at hl
  refine hl.congr' ?_
  filter_upwards [self_mem_nhdsWithin] with q hq0
  have hqpos : 0 < q := hq0
  have hx : Real.exp (a * q) - 1 ≠ 0 :=
    (sub_pos.mpr (Real.one_lt_exp_iff.mpr (mul_pos hapos hqpos))).ne'
  unfold Sheet.phononCoupling Sheet.occupation
  rw [show s.hbar * (s.vs * q) / s.kT = a * q by rw [ha]; ring]
  simp only [zero_add, mul_zero, Real.exp_zero, smul_eq_mul]
  generalize Real.exp (a * q) = X at hx ⊢
  field_simp
  ring
```

## The energy drops out

Inserting the factor 1/4 and the density of states gives a rate proportional to E.

```lean
/-- The transport scattering rate is `D² kT E / (4 ħ³ ρ v_s² v_F²)`. -/
theorem rate_eq (s : Sheet) (α E : ℝ) :
    s.rate α E = s.D ^ 2 * s.kT * E / (4 * s.hbar ^ 3 * s.rho * s.vs ^ 2 * s.vF ^ 2) := by
  have h1 := s.hbar_pos.ne'
  have h2 := s.vF_pos.ne'
  have h3 := s.rho_pos.ne'
  have h4 := s.vs_pos.ne'
  have h5 := Real.pi_ne_zero
  rw [Sheet.rate, transportFactor_one, Sheet.dos]
  field_simp
```

The main theorem states positivity and the value of the reciprocal together, for every sheet, every incoming direction and every E > 0. Its inner equation `h` is the closed form of σ, where `field_simp` cancels the energy. Positivity then follows from the positive parameters. The condition E > 0 matters: at E = 0 both g and the rate vanish, and Lean's convention for division by zero would make the conductivity zero.

```lean
/-- At every energy `E > 0` the conductivity is positive and its inverse is
`π D² kT / (4 e² ħ ρ v_s² v_F²)`. -/
theorem acoustic_resistivity (s : Sheet) (α E : ℝ) (hE : 0 < E) :
    0 < s.conductivity α E ∧ 1 / s.conductivity α E =
      Real.pi * s.D ^ 2 * s.kT /
        (4 * s.e ^ 2 * s.hbar * s.rho * s.vs ^ 2 * s.vF ^ 2) := by
  have h1 := s.hbar_pos
  have h2 := s.vF_pos
  have h3 := s.rho_pos
  have h4 := s.vs_pos
  have h5 := s.D_pos
  have h6 := s.kT_pos
  have h7 := s.e_pos
  have h8 := Real.pi_pos
  -- the energy in the density of states cancels the energy in the rate
  have h : s.conductivity α E = 4 * s.e ^ 2 * s.hbar * s.rho * s.vs ^ 2 * s.vF ^ 2 /
      (Real.pi * s.D ^ 2 * s.kT) := by
    rw [Sheet.conductivity, rate_eq, Sheet.dos]
    field_simp
    norm_num
  rw [h]
  exact ⟨by positivity, one_div_div _ _⟩

end GrapheneAcousticResistivity
```

```lean
#print axioms GrapheneAcousticResistivity.transportFactor_of_two_le
-- 'GrapheneAcousticResistivity.transportFactor_of_two_le' depends on axioms: [propext, Classical.choice, Quot.sound]
#print axioms GrapheneAcousticResistivity.hasDerivAt_stateCount
-- 'GrapheneAcousticResistivity.hasDerivAt_stateCount' depends on axioms: [propext, Classical.choice, Quot.sound]
#print axioms GrapheneAcousticResistivity.phononCoupling_tendsto
-- 'GrapheneAcousticResistivity.phononCoupling_tendsto' depends on axioms: [propext, Classical.choice, Quot.sound]
#print axioms GrapheneAcousticResistivity.acoustic_resistivity
-- 'GrapheneAcousticResistivity.acoustic_resistivity' depends on axioms: [propext, Classical.choice, Quot.sound]
```

For simulation practice this gives a reference value: a Boltzmann calculation restricted to this non-interacting, single-branch model with classical phonons should return a resistivity linear in temperature and independent of carrier density.

## Weak short-range impurities

Besides the linear band, with its energy-independent speed, and elastic scattering that keeps spin and valley, the derivation by hand used a squared coupling that, apart from the pseudospin overlap, is independent of energy and angle. Consider instead weak, randomly placed impurities of density n_i per area, each with a potential of integrated strength V₀ (energy times area). Let the potential be short-ranged compared with the carrier wavelength, yet smooth enough on the lattice scale to preserve valley and act equally on both pseudospin components. In the golden rule, n_i V₀² then replaces D² kT/(ρ v_s²), and the same steps give

1/σ = π n_i V₀²/(4 e² ħ v_F²).

This resistivity is again independent of carrier energy, but now also of temperature. The Lean development treats only the phonon case.
